# The scattering operator of two isometric wave operators is unitary exactly when their ranges agree

A scattering matrix computed for quantum transport at a fixed energy, with amplitudes normalised to unit flux, can be checked by adding $|S_{ji}|^2$ over all open outgoing channels $j$ for each open incoming channel $i$ and comparing the sum with one. When $S$ is built from two isometric wave operators on a common space of free states and numerical error is excluded, a sum below one means that part of the incoming probability has ended in states that no outgoing free state describes. The full condition, $S^\dagger S = SS^\dagger = 1$, can then be expressed through the ranges of the wave operators alone.

## Free states, interacting states and the two maps between them

A particle comes in from far away, meets a scatterer and may leave again. Let $K$ be the Hilbert space of free states and $H$ the Hilbert space of the interacting system; here $H$ is a space, not a Hamiltonian. The map $B : K \to H$ sends a free state to the interacting state that resembled it in the distant past. The map $A : K \to H$ sends a free state to the interacting state that will resemble it in the distant future. Textbooks write these maps as $\Omega_\pm$, with differing sign conventions.

Both maps are assumed to be linear isometries: a normalised free state corresponds to a normalised interacting state. That a particular Hamiltonian yields such maps, as long-time limits of its evolution compared with the free one, has to be shown separately.

Both spaces are complex and complete, and their dimension may be finite or infinite. Completeness guarantees that adjoints exist.

```lean
import Mathlib

open scoped InnerProductSpace

namespace AsymptoticCompleteness

noncomputable section

variable {K H : Type*}
  [NormedAddCommGroup K] [InnerProductSpace ℂ K] [CompleteSpace K]
  [NormedAddCommGroup H] [InnerProductSpace ℂ H] [CompleteSpace H]
```

To find the outgoing free state, take the interacting state $Bx$ prepared by the incoming state $x$ and project it onto the states labelled by $A$:

$$S = A^\dagger B : K \to K .$$

In Lean, `A B : K →ₗᵢ[ℂ] H` are linear isometries, and `scattering A B` is a continuous linear operator on $K$.

```lean
/-- The scattering operator `S = A† B` on the space `K` of free states, built from two
isometric wave operators `A` and `B` into the space `H` of interacting states. -/
def scattering (A B : K →ₗᵢ[ℂ] H) : K →L[ℂ] K :=
  (ContinuousLinearMap.adjoint A.toContinuousLinearMap) ∘L B.toContinuousLinearMap
```

## Amplitudes are overlaps of interacting states

By the definition of the adjoint, for free states $x$ and $y$,

$$\langle x, S y\rangle = \langle x, A^\dagger B y\rangle = \langle A x, B y\rangle .$$

The inner product is conjugate-linear in its first argument, as is usual in physics. For normalised $x$ and $y$ this is the amplitude for going in as $y$ and coming out as $x$.

```lean
/-- The scattering amplitude between free states `x` and `y` is the overlap of the
interacting states `A x` and `B y`. -/
theorem inner_scattering (A B : K →ₗᵢ[ℂ] H) (x y : K) :
    ⟪x, scattering A B y⟫_ℂ = ⟪A x, B y⟫_ℂ :=
  ContinuousLinearMap.adjoint_inner_right A.toContinuousLinearMap x (B y)
```

Taking the adjoint exchanges the roles of the two maps:

$$S^\dagger = (A^\dagger B)^\dagger = B^\dagger A .$$

Lean writes the adjoint as `star`. This identity later turns a statement about $S^\dagger S$ into one about $SS^\dagger$.

```lean
/-- The adjoint of the scattering operator is the scattering operator with the two wave
operators exchanged. -/
theorem star_scattering (A B : K →ₗᵢ[ℂ] H) :
    star (scattering A B) = scattering B A := by
  rw [ContinuousLinearMap.star_eq_adjoint, scattering, ContinuousLinearMap.adjoint_comp,
    ContinuousLinearMap.adjoint_adjoint]
  rfl
```

## The lost probability is the part that $A$ misses

Compare the interacting state $Bx$ with $ASx$, the interacting state that belongs to the scattered state $Sx$. Expanding the square gives

$$\|Bx - ASx\|^2 = \|Bx\|^2 - 2\,\mathrm{Re}\,\langle Bx, ASx\rangle + \|ASx\|^2 .$$

The cross term is $\langle Bx, ASx\rangle = \langle A^\dagger Bx, Sx\rangle = \|Sx\|^2$. Since $A$ and $B$ preserve norms,

$$\|Bx - ASx\|^2 = \|x\|^2 - 2\|Sx\|^2 + \|Sx\|^2 = \|x\|^2 - \|Sx\|^2 .$$

For normalised $x$, the right-hand side is the missing probability. The proof computes the cross term first, as `h`, and then expands the square with `norm_sub_sq`.

```lean
/-- The squared norm lost in scattering equals the squared norm of the part of `B x` that
`A` does not reproduce from the scattered state `S x`. -/
theorem norm_sq_loss (A B : K →ₗᵢ[ℂ] H) (x : K) :
    ‖B x - A (scattering A B x)‖ ^ 2 = ‖x‖ ^ 2 - ‖scattering A B x‖ ^ 2 := by
  -- the cross term is the squared norm of the scattered state
  have h : ⟪B x, A (scattering A B x)⟫_ℂ = ⟪scattering A B x, scattering A B x⟫_ℂ :=
    (ContinuousLinearMap.adjoint_inner_left A.toContinuousLinearMap
      (scattering A B x) (B x)).symm
  rw [norm_sub_sq (𝕜 := ℂ), h, B.norm_map, A.norm_map, inner_self_eq_norm_sq (𝕜 := ℂ)]
  ring
```

If some free state $y$ satisfies $Ay = Bx$, the outgoing state is $y$ itself. For every $z$ in $K$,

$$\langle z, Sx\rangle = \langle Az, Bx\rangle = \langle Az, Ay\rangle = \langle z, y\rangle ,$$

so $Sx = y$. The lemma `ext_inner_left` supplies the last inference: two vectors with the same inner products against every $z$ are equal.

```lean
/-- If the free states `x` and `y` belong to the same interacting state, `A y = B x`, then
scattering takes `x` to `y`. -/
theorem scattering_eq_of_eq (A B : K →ₗᵢ[ℂ] H) {x y : K} (h : A y = B x) :
    scattering A B x = y :=
  ext_inner_left ℂ fun z => by rw [inner_scattering, ← h, A.inner_map_map]
```

## Each half of unitarity is one inclusion of ranges

The condition $S^\dagger S = 1$ says that $S$ preserves every norm. One direction is immediate from $\|Sx\|^2 = \langle x, S^\dagger S x\rangle$. For the other, put $T = S^\dagger S - 1$ and suppose $\langle x, Tx\rangle = 0$ for all $x$. Inserting $x+y$ and $x+iy$ gives

$$\langle x,Ty\rangle + \langle y,Tx\rangle = 0, \qquad \langle x,Ty\rangle - \langle y,Tx\rangle = 0 ,$$

hence $\langle x,Ty\rangle = 0$ for all $x$ and $y$, and $T = 0$. Mathlib provides this equivalence as `norm_map_iff_adjoint_comp_self`.

It remains to connect norms with ranges.

- If $\|Sx\| = \|x\|$ for all $x$, the loss formula gives $\|Bx - ASx\|^2 = 0$. Then $Bx = A(Sx)$ lies in the range of $A$.
- If every $Bx$ lies in the range of $A$, choose $y$ with $Ay = Bx$. Then $Sx = y$, and $\|y\| = \|Ay\| = \|Bx\| = \|x\|$.

So $S^\dagger S = 1$ holds if and only if $\operatorname{range} B \subseteq \operatorname{range} A$: everything that comes in also goes out. The two bullets are the two branches after `constructor`.

```lean
/-- The scattering operator satisfies `S† S = 1` if and only if the range of `B` is contained
in the range of `A`. -/
theorem star_mul_self_iff (A B : K →ₗᵢ[ℂ] H) :
    star (scattering A B) * scattering A B = 1 ↔ Set.range B ⊆ Set.range A := by
  refine (ContinuousLinearMap.norm_map_iff_adjoint_comp_self (scattering A B)).symm.trans ?_
  constructor
  · -- no loss of norm forces `B x = A (S x)`
    rintro h _ ⟨x, rfl⟩
    have hx := norm_sq_loss A B x
    rw [h x, sub_self] at hx
    exact ⟨scattering A B x,
      (sub_eq_zero.mp (norm_eq_zero.mp ((pow_eq_zero_iff two_ne_zero).mp hx))).symm⟩
  · -- a common interacting state has free states of equal norm
    intro h x
    obtain ⟨y, hy⟩ := h (Set.mem_range_self x)
    rw [scattering_eq_of_eq A B hy, ← A.norm_map y, hy, B.norm_map]
```

Exchange $A$ and $B$. The scattering operator becomes $S^\dagger$, and the same result reads

$$SS^\dagger = 1 \iff \operatorname{range} A \subseteq \operatorname{range} B .$$

Physically, every state that goes out also came in. The proof applies the previous theorem to `B A` and rewrites with `star_scattering`.

```lean
/-- The scattering operator satisfies `S S† = 1` if and only if the range of `A` is contained
in the range of `B`. -/
theorem self_mul_star_iff (A B : K →ₗᵢ[ℂ] H) :
    scattering A B * star (scattering A B) = 1 ↔ Set.range A ⊆ Set.range B := by
  have h := star_mul_self_iff B A
  rw [star_scattering B A] at h
  rw [star_scattering A B]
  exact h
```

## Unitarity means equal ranges

An operator is unitary when both products equal the identity, and two sets are equal when each contains the other. Therefore

$$S \text{ is unitary} \iff \operatorname{range} A = \operatorname{range} B .$$

In Lean, unitarity is membership in `unitary (K →L[ℂ] K)`, which contains both product conditions. The step `change` displays them, the two preceding theorems replace them by inclusions, and `and_comm` puts the inclusions in the order used for set equality. The ranges are compared as sets of vectors in $H$, so equal dimension is not enough.

The term asymptotic completeness often demands more than equal ranges, namely that the common range consist of all interacting states orthogonal to the bound states. Unitarity of $S$ does not settle that, because both ranges could omit the same further states.

```lean
/-- The scattering operator `S = A† B` of two isometric wave operators is unitary if and only
if the wave operators have the same range. -/
theorem scattering_unitary_iff (A B : K →ₗᵢ[ℂ] H) :
    scattering A B ∈ unitary (K →L[ℂ] K) ↔ Set.range A = Set.range B := by
  change (star (scattering A B) * scattering A B = 1 ∧
    scattering A B * star (scattering A B) = 1) ↔ _
  rw [star_mul_self_iff, self_mul_star_iff, Set.Subset.antisymm_iff]
  exact and_comm
```

## A small matrix example with loss

The following matrices illustrate the algebra only; they are not obtained from the long-time evolution of a scattering system. Take $K = \mathbb{C}^2$ with basis $e_1, e_2$, and $H = \mathbb{C}^3$. Let $Ae_1 = (1,0,0)$, $Ae_2 = (0,1,0)$, and

$$Be_1 = \tfrac13(2,1,2), \qquad Be_2 = \tfrac13(1,2,-2) .$$

The vectors $Be_1$ and $Be_2$ have norm one, and their inner product is $(2+2-4)/9 = 0$, so $B$ is an isometry. Applying $A^\dagger$ keeps the first two components:

$$S = \frac13\begin{pmatrix} 2 & 1\\ 1 & 2\end{pmatrix}, \qquad S^\dagger S = \frac19\begin{pmatrix} 5 & 4\\ 4 & 5\end{pmatrix} \neq 1 .$$

For input $e_1$ the outgoing probability is $5/9$. The missing $4/9$ is the square of the third component of $Be_1$, as the loss formula requires. The normalised input $(e_1+e_2)/\sqrt2$ loses nothing, because $B$ sends it to $(1,1,0)/\sqrt2$, which lies in the range of $A$. A single lossless input therefore does not establish unitarity.

## Complete loss and commutation with the free evolution

The extreme case of loss is $Sx = 0$. Since $\langle y, Sx\rangle = \langle Ay, Bx\rangle$ for every $y$, the scattered state vanishes exactly when $Bx$ is orthogonal to every state in the range of $A$. For nonzero $x$, the incoming particle then has no amplitude to emerge in any free state.

```lean
/-- The scattered state `S x` vanishes if and only if the interacting state `B x` is
orthogonal to every state in the range of `A`. -/
theorem scattering_eq_zero_iff (A B : K →ₗᵢ[ℂ] H) (x : K) :
    scattering A B x = 0 ↔ ∀ y, ⟪A y, B x⟫_ℂ = 0 := by
  constructor
  · intro h y
    rw [← inner_scattering, h, inner_zero_right]
  · intro h
    exact ext_inner_left ℂ fun y => by rw [inner_scattering, h, inner_zero_right]
```

Now let $U_0$ be the free evolution over some fixed time and $U$ the full evolution over the same time, both unitary. When neither the free nor the full Hamiltonian depends on time, wave operators obtained as long-time limits satisfy $UA = AU_0$ and $UB = BU_0$: evolving freely and then passing to the interacting state gives the same result as passing first and then evolving fully. Here these relations are the hypotheses `hA` and `hB`. For free states $w$ and $x$,

$$\langle U_0w, SU_0x\rangle = \langle AU_0w, BU_0x\rangle = \langle UAw, UBx\rangle = \langle Aw, Bx\rangle = \langle w, Sx\rangle = \langle U_0w, U_0Sx\rangle .$$

Every free state $z$ has the form $U_0w$, which the proof obtains from `U₀.surjective`, so $SU_0x = U_0Sx$. If the relations hold at all times, $S$ commutes with the whole free evolution and so has no amplitude between states of different free energies. Equal ranges are not assumed, so this applies even when probability is lost. The loss may then depend on the energy, in which case the mean energy of the normalised outgoing state can differ from that of the incoming one.

```lean
/-- If both wave operators intertwine a free unitary evolution `U₀` with a full unitary
evolution `U`, then the scattering operator commutes with the free evolution. -/
theorem scattering_commutes (A B : K →ₗᵢ[ℂ] H) (U : H ≃ₗᵢ[ℂ] H) (U₀ : K ≃ₗᵢ[ℂ] K)
    (hA : ∀ x, U (A x) = A (U₀ x)) (hB : ∀ x, U (B x) = B (U₀ x)) (x : K) :
    scattering A B (U₀ x) = U₀ (scattering A B x) := by
  refine ext_inner_left ℂ fun z => ?_
  -- every free state is the evolved form of some free state
  obtain ⟨w, rfl⟩ := U₀.surjective z
  rw [inner_scattering, ← hA, ← hB, U.inner_map_map, U₀.inner_map_map, inner_scattering]

end

end AsymptoticCompleteness
```

```lean
#print axioms AsymptoticCompleteness.scattering_unitary_iff
#print axioms AsymptoticCompleteness.scattering_eq_zero_iff
#print axioms AsymptoticCompleteness.scattering_commutes
```

```
'AsymptoticCompleteness.scattering_unitary_iff' depends on axioms: [propext, Classical.choice, Quot.sound]
'AsymptoticCompleteness.scattering_eq_zero_iff' depends on axioms: [propext, Classical.choice, Quot.sound]
'AsymptoticCompleteness.scattering_commutes' depends on axioms: [propext, Classical.choice, Quot.sound]
```
